# Broyden's first method under invertible mixing of residuals, and his second under invertible linear changes of variables, with matched initial matrices

Suppose the residuals of a self-consistent field calculation are multiplied by a preconditioner, and Broyden's method then converges in fewer iterations. Without knowing how the method responds to linear transformations, one may credit the new residual with an improvement that comes entirely from the initial Jacobian. For Broyden's first method in exact arithmetic, an invertible preconditioning matrix that stays fixed during the run and a suitable initial Jacobian are two descriptions of the same iteration. The second method has a different symmetry, which concerns the variables.

## One update, two symmetries

Let \(f:\mathbb R^n\to\mathbb R^n\) be the residual, for example input density minus output density in a finite basis, and let \(x_k\) be the iterates. Write \(\Delta x_k=x_{k+1}-x_k\) and \(\Delta f_k=f(x_{k+1})-f(x_k)\). Both methods use the rank-one update

\[
A'=A+\frac{(v-Au)\,u^{T}}{u^{T}u},\qquad u\neq 0 .
\]

Multiplying by \(u\) gives \(A'u=Au+(v-Au)=v\), the secant equation.

The first method keeps an approximate Jacobian \(B_k\). It solves \(B_k\Delta x_k=-f(x_k)\) and updates \(A=B_k\) with \(u=\Delta x_k\), \(v=\Delta f_k\). The second keeps an approximate inverse Jacobian \(H_k\). It steps by \(\Delta x_k=-H_kf(x_k)\) and updates \(A=H_k\) with the roles exchanged, \(u=\Delta f_k\), \(v=\Delta x_k\).

Now let \(M\) be an invertible matrix. Multiplying the update by \(M\) from the left gives

\[
MA'=MA+\frac{(Mv-MA\,u)\,u^{T}}{u^{T}u}.
\]

This is the same update for the matrix \(MA\) and the pair \((u,Mv)\). The vector \(u\), and with it the denominator, is untouched. Each method therefore tolerates a transformation of whichever quantity plays the part of \(v\).

**First method.** Replace \(f\) by \(Mf\) and \(B_0\) by \(MB_0\). If the two runs agree up to step \(k\), with Jacobians \(B_k\) and \(MB_k\), the new step equation is \(MB_k\Delta x=-Mf(x_k)\). Since \(M\) and \(B_k\) are invertible, its only solution is \(\Delta x_k\). The residual difference becomes \(M\Delta f_k\), so the next Jacobian is \(MB_{k+1}\). By induction the iterates are identical.

**Second method.** Put \(y=Mx\), \(g(y)=f(M^{-1}y)\), and replace \(H_0\) by \(MH_0\). If \(y_k=Mx_k\) and the inverse Jacobian is \(MH_k\), then \(g(y_k)=f(x_k)\) and

\[
y_{k+1}=Mx_k-MH_kf(x_k)=Mx_{k+1}.
\]

Hence \(\Delta g_k=\Delta f_k\) and \(\Delta y_k=M\Delta x_k\), and the update gives \(MH_{k+1}\). By induction \(y_k=Mx_k\) throughout.

The same argument covers a shifted variable \(y=Mx+c\) with \(g(y)=f(M^{-1}(y-c))\), because the constant vector \(c\) disappears from every difference.

## Two steps with numbers

Take \(f(v)=(2v_0,v_1)\), \(x_0=(1,1)\) and \(B_0=I\). Then \(f(x_0)=(2,1)\), so \(\Delta x_0=(-2,-1)\) and \(x_1=(-1,0)\). Here \(f(x_1)=(-2,0)\), \(\Delta f_0=(-4,-1)\) and \(\Delta f_0-B_0\Delta x_0=(-2,0)\), which gives

\[
B_1=I+\frac15\begin{pmatrix}4&2\\0&0\end{pmatrix}
=\begin{pmatrix}9/5&2/5\\0&1\end{pmatrix},\qquad x_2=(1/9,0).
\]

With \(M=\mathrm{diag}(1,2)\) the residual at \(x_0\) is \((2,2)\) and the initial Jacobian is \(\mathrm{diag}(1,2)\). The step is again \((-2,-1)\), the second row of \(B_1\) is doubled, and \(x_2\) is again \((1/9,0)\).

The second method with \(H_0=I\) also reaches \(x_1=(-1,0)\). Its denominator is \(\Delta f_0^T\Delta f_0=17\), and its next iterate is \((1/17,0)\). Doubling the second residual and halving the second diagonal entry of \(H_0\) preserves the first step but changes the denominator to 20. The next iterate becomes \((1/5,0)\).

## The update and the runs in Lean

The index type `n` is finite, and vectors are functions `n → ℝ`.

```lean
import Mathlib

open Matrix

namespace BroydenCovariance

noncomputable section

variable {n : Type*} [Fintype n] [DecidableEq n]
```

The update is stated as a relation between the old matrix, the pair \((u,v)\) and the new matrix, multiplied through by \(u^Tu\). In Lean's notation `⬝ᵥ` is the dot product, `*ᵥ` applies a matrix to a vector, and `vecMulVec a b` is the outer product \(ab^T\).

```lean
/-- Broyden's rank-one update `A' = A + (v - A u) uᵀ / (uᵀ u)`, written without division,
together with the condition `u ≠ 0`. -/
def SecantUpdate (A : Matrix n n ℝ) (u v : n → ℝ) (A' : Matrix n n ℝ) : Prop :=
  u ≠ 0 ∧ (u ⬝ᵥ u) • (A' - A) = vecMulVec (v - A *ᵥ u) u
```

A run of `N` steps is a pair of sequences satisfying the step equation and the update for each `k < N`. That every update is defined is thus part of being a run: \(\Delta x_k\neq0\) for the first method, \(\Delta f_k\neq0\) for the second. The first method also requires each Jacobian it solves with to be invertible, expressed through its determinant.

```lean
/-- `N` steps of Broyden's first method for the residual `f`: the step solves
`B Δx = -f(x)` with `B` invertible, and the Jacobian `B` is updated from `Δx` and `Δf`. -/
def BroydenFirst (f : (n → ℝ) → (n → ℝ)) (N : ℕ) (x : ℕ → n → ℝ)
    (B : ℕ → Matrix n n ℝ) : Prop :=
  ∀ k < N, IsUnit (B k).det ∧ B k *ᵥ (x (k + 1) - x k) = -f (x k) ∧
    SecantUpdate (B k) (x (k + 1) - x k) (f (x (k + 1)) - f (x k)) (B (k + 1))

/-- `N` steps of Broyden's second method for the residual `f`: the step is `Δx = -H f(x)`,
and the inverse Jacobian `H` is updated from `Δf` and `Δx`. -/
def BroydenSecond (f : (n → ℝ) → (n → ℝ)) (N : ℕ) (x : ℕ → n → ℝ)
    (H : ℕ → Matrix n n ℝ) : Prop :=
  ∀ k < N, x (k + 1) = x k - H k *ᵥ f (x k) ∧
    SecantUpdate (H k) (f (x (k + 1)) - f (x k)) (x (k + 1) - x k) (H (k + 1))
```

The function `f` is arbitrary; neither continuity nor a root is assumed, and convergence is not at issue. A run may arrive at an exact root, but it cannot include a step taken from one, since that step would be zero. Damping, restarts and rounding are not modelled, nor are multisecant updates that fit several past differences at once.

## Consequences of the rank-one formula

The secant equation follows by applying both sides of the relation to `u` and cancelling \(u^Tu\), which is nonzero because `u` is.

```lean
omit [DecidableEq n] in
/-- The updated matrix satisfies the secant equation `A' u = v`. -/
theorem SecantUpdate.secant {A A' : Matrix n n ℝ} {u v : n → ℝ}
    (h : SecantUpdate A u v A') : A' *ᵥ u = v := by
  have hu : u ⬝ᵥ u ≠ 0 := fun h0 => h.1 (dotProduct_self_eq_zero.mp h0)
  have key : vecMulVec (v - A *ᵥ u) u *ᵥ u = (u ⬝ᵥ u) • (v - A *ᵥ u) := by
    ext i
    simp only [Matrix.mulVec, dotProduct, vecMulVec_apply, Pi.smul_apply, smul_eq_mul,
      Finset.sum_mul]
    exact Finset.sum_congr rfl (fun j _ => by ring)
  -- apply both sides of the update to `u` and cancel `uᵀ u`
  rw [← h.2, Matrix.smul_mulVec, Matrix.sub_mulVec] at key
  ext i
  have hi := congrFun key i
  simp only [Pi.smul_apply, Pi.sub_apply, smul_eq_mul] at hi
  have := mul_left_cancel₀ hu hi
  linarith
```

The same cancellation, entry by entry, shows that the new matrix is determined by the old one and the pair.

```lean
omit [DecidableEq n] in
/-- The old matrix and the pair `u`, `v` determine the updated matrix. -/
theorem SecantUpdate.unique {A A' A'' : Matrix n n ℝ} {u v : n → ℝ}
    (h' : SecantUpdate A u v A') (h'' : SecantUpdate A u v A'') : A' = A'' := by
  have hu : u ⬝ᵥ u ≠ 0 := fun h0 => h'.1 (dotProduct_self_eq_zero.mp h0)
  have h := h'.2.trans h''.2.symm
  ext i j
  have hij := congrFun (congrFun h i) j
  simp only [Matrix.smul_apply, Matrix.sub_apply, smul_eq_mul] at hij
  have := mul_left_cancel₀ hu hij
  linarith
```

The next lemma is the displayed identity for \(MA'\). It holds for every square `M`; invertibility enters only later.

```lean
omit [DecidableEq n] in
/-- Multiplying `A` and `v` by `M` from the left multiplies the updated matrix by `M`. -/
theorem SecantUpdate.mul_left {A A' : Matrix n n ℝ} {u v : n → ℝ}
    (h : SecantUpdate A u v A') (M : Matrix n n ℝ) :
    SecantUpdate (M * A) u (M *ᵥ v) (M * A') := by
  refine ⟨h.1, ?_⟩
  rw [← Matrix.mul_sub, ← Matrix.mul_smul, h.2, ← Matrix.mulVec_mulVec, ← Matrix.mulVec_sub]
  ext i j
  simp only [Matrix.mul_apply, vecMulVec_apply, Matrix.mulVec, dotProduct, Finset.sum_mul,
    mul_assoc]
```

## Initial data determine the run

Both proofs are inductions on the step. For the first method, the induction hypothesis makes the two step equations share one matrix, and multiplying by \(B_k^{-1}\) identifies the steps. Uniqueness of the update then identifies the next Jacobians.

```lean
/-- Two runs of Broyden's first method for the same residual and with the same initial data
agree at every step. -/
theorem BroydenFirst.unique {f : (n → ℝ) → (n → ℝ)} {N : ℕ} {x x' : ℕ → n → ℝ}
    {B B' : ℕ → Matrix n n ℝ} (h : BroydenFirst f N x B) (h' : BroydenFirst f N x' B')
    (hx : x' 0 = x 0) (hB : B' 0 = B 0) : ∀ k ≤ N, x' k = x k ∧ B' k = B k := by
  intro k
  induction k with
  | zero => exact fun _ => ⟨hx, hB⟩
  | succ k ih =>
    intro hk
    obtain ⟨ex, eB⟩ := ih (by omega)
    obtain ⟨hd, hs, hu⟩ := h k (by omega)
    obtain ⟨_, hs', hu'⟩ := h' k (by omega)
    rw [ex, eB] at hs' hu'
    -- the invertible Jacobian fixes the step
    have e := congrArg (fun v => (B k)⁻¹ *ᵥ v) (hs'.trans hs.symm)
    simp only [Matrix.mulVec_mulVec, Matrix.nonsing_inv_mul _ hd, Matrix.one_mulVec] at e
    have e' : x' (k + 1) = x (k + 1) := sub_left_inj.mp e
    rw [e'] at hu'
    exact ⟨e', hu'.unique hu⟩
```

The second method gives its step explicitly, so nothing has to be inverted.

```lean
omit [DecidableEq n] in
/-- Two runs of Broyden's second method for the same residual and with the same initial data
agree at every step. -/
theorem BroydenSecond.unique {f : (n → ℝ) → (n → ℝ)} {N : ℕ} {x x' : ℕ → n → ℝ}
    {H H' : ℕ → Matrix n n ℝ} (h : BroydenSecond f N x H) (h' : BroydenSecond f N x' H')
    (hx : x' 0 = x 0) (hH : H' 0 = H 0) : ∀ k ≤ N, x' k = x k ∧ H' k = H k := by
  intro k
  induction k with
  | zero => exact fun _ => ⟨hx, hH⟩
  | succ k ih =>
    intro hk
    obtain ⟨ex, eH⟩ := ih (by omega)
    obtain ⟨hs, hu⟩ := h k (by omega)
    obtain ⟨hs', hu'⟩ := h' k (by omega)
    rw [ex, eH] at hs' hu'
    have e' : x' (k + 1) = x (k + 1) := hs'.trans hs.symm
    rw [e'] at hu'
    exact ⟨e', hu'.unique hu⟩
```

## Transforming a run

The theorem for the first method has two parts. Given a run for `f`, the same iterates with Jacobians \(MB_k\) form a run for \(Mf\). Moreover, any run for \(Mf\) starting from \((x_0,MB_0)\) has these iterates and Jacobians up to and including step `N`. The hypothesis `IsUnit M.det` says that \(M\) is invertible.

The proof checks the three conditions of a run in turn: the determinant of \(MB_k\) is a product of units, the step equation is multiplied by \(M\), and the update is `mul_left`. Uniqueness of runs supplies the second part.

```lean
/-- For invertible `M`, a run of Broyden's first method for `f` is, with Jacobians `M B`, a run
for `M f`; every run for `M f` from `(x₀, M B₀)` has these iterates and Jacobians. -/
theorem broydenFirst_residual_invariance {f : (n → ℝ) → (n → ℝ)} {N : ℕ} {x : ℕ → n → ℝ}
    {B : ℕ → Matrix n n ℝ} {M : Matrix n n ℝ} (hM : IsUnit M.det)
    (h : BroydenFirst f N x B) :
    BroydenFirst (fun v => M *ᵥ f v) N x (fun k => M * B k) ∧
    ∀ x' B', BroydenFirst (fun v => M *ᵥ f v) N x' B' → x' 0 = x 0 → B' 0 = M * B 0 →
      ∀ k ≤ N, x' k = x k ∧ B' k = M * B k := by
  have hrun : BroydenFirst (fun v => M *ᵥ f v) N x (fun k => M * B k) := by
    intro k hk
    obtain ⟨hd, hs, hu⟩ := h k hk
    refine ⟨?_, ?_, ?_⟩
    · change IsUnit (M * B k).det
      rw [Matrix.det_mul]
      exact hM.mul hd
    · change (M * B k) *ᵥ (x (k + 1) - x k) = -(M *ᵥ f (x k))
      rw [← Matrix.mulVec_mulVec, hs, Matrix.mulVec_neg]
    · have hu' := hu.mul_left M
      rw [Matrix.mulVec_sub M] at hu'
      exact hu'
  exact ⟨hrun, fun x' B' h' hx hB => hrun.unique h' hx hB⟩
```

The theorem for the second method has the same shape. The auxiliary statement `back` is \(M^{-1}(Mv)=v\), which turns \(g(Mx_k)\) into \(f(x_k)\); after that, `mul_left` applies with \(v=\Delta x_k\).

```lean
/-- For invertible `M`, a run of Broyden's second method for `f` becomes, with iterates `M x` and
inverse Jacobians `M H`, a run for `y ↦ f(M⁻¹ y)`; every run for the latter from `(M x₀, M H₀)`
has these iterates and inverse Jacobians. -/
theorem broydenSecond_variable_covariance {f : (n → ℝ) → (n → ℝ)} {N : ℕ} {x : ℕ → n → ℝ}
    {H : ℕ → Matrix n n ℝ} {M : Matrix n n ℝ} (hM : IsUnit M.det)
    (h : BroydenSecond f N x H) :
    BroydenSecond (fun y => f (M⁻¹ *ᵥ y)) N (fun k => M *ᵥ x k) (fun k => M * H k) ∧
    ∀ y H', BroydenSecond (fun y => f (M⁻¹ *ᵥ y)) N y H' → y 0 = M *ᵥ x 0 →
      H' 0 = M * H 0 → ∀ k ≤ N, y k = M *ᵥ x k ∧ H' k = M * H k := by
  have back : ∀ v : n → ℝ, M⁻¹ *ᵥ (M *ᵥ v) = v := fun v => by
    rw [Matrix.mulVec_mulVec, Matrix.nonsing_inv_mul _ hM, Matrix.one_mulVec]
  have hrun : BroydenSecond (fun y => f (M⁻¹ *ᵥ y)) N (fun k => M *ᵥ x k)
      (fun k => M * H k) := by
    intro k hk
    obtain ⟨hs, hu⟩ := h k hk
    refine ⟨?_, ?_⟩
    · simp only [back]
      rw [hs, Matrix.mulVec_sub, Matrix.mulVec_mulVec]
    · simp only [back, ← Matrix.mulVec_sub]
      exact hu.mul_left M
  exact ⟨hrun, fun y H' h' hy hH => hrun.unique h' hy hH⟩
```

## Preconditioner or initial Jacobian

Taking \(M=P\) and \(B_0=P^{-1}\) makes the transformed initial Jacobian the identity. Preconditioning the residual by \(P\) and starting from the unit Jacobian therefore gives the iterates of the original residual started from \(P^{-1}\). In an SCF code whose mixer is this undamped first method with a fixed invertible linear preconditioner, the preconditioner affects the iterates only as a choice of initial Jacobian. The condition `P * B 0 = 1` expresses the inverse relation and also yields the invertibility of \(P\).

```lean
/-- Broyden's first method for the preconditioned residual `P f` with unit initial Jacobian has
the same iterates as for `f` with initial Jacobian inverse to `P`. -/
theorem broydenFirst_preconditioner {f : (n → ℝ) → (n → ℝ)} {N : ℕ} {x x' : ℕ → n → ℝ}
    {B B' : ℕ → Matrix n n ℝ} {P : Matrix n n ℝ} (h : BroydenFirst f N x B)
    (h' : BroydenFirst (fun v => P *ᵥ f v) N x' B') (hx : x' 0 = x 0)
    (hB : P * B 0 = 1) (hB' : B' 0 = 1) : ∀ k ≤ N, x' k = x k := fun k hk =>
  ((broydenFirst_residual_invariance (Matrix.isUnit_det_of_right_inverse hB) h).2
    x' B' h' hx (hB'.trans hB.symm) k hk).1
```

## The example, checked

The sequence `oneStep a b` holds a value before the step and another after it. The function `residual` is the linear residual of the numerical example.

```lean
/-- The sequence `a, b, b, …`, used to write down runs of one step. -/
def oneStep {α : Type*} (a b : α) : ℕ → α := fun k => if k = 0 then a else b

/-- The linear residual `f(v) = (2 v₀, v₁)` in two dimensions. -/
def residual (v : Fin 2 → ℝ) : Fin 2 → ℝ := ![2 * v 0, v 1]
```

The first theorem about it confirms that \(x_0,x_1,B_0,B_1\) form a one-step run of the first method, so the definition is satisfied by a concrete case. The proof reduces each condition to arithmetic on entries.

```lean
/-- An explicit step of Broyden's first method for the residual `(2 v₀, v₁)`, from the point
`(1, 1)` with unit initial Jacobian. -/
theorem broydenFirst_witness :
    BroydenFirst residual 1 (oneStep ![1, 1] ![-1, 0])
      (oneStep !![1, 0; 0, 1] !![9/5, 2/5; 0, 1]) := by
  intro k hk
  obtain rfl : k = 0 := by omega
  refine ⟨?_, ?_, fun h => ?_, ?_⟩
  · norm_num [oneStep, Matrix.det_fin_two]
  · ext i
    fin_cases i <;> norm_num [oneStep, residual, Matrix.mulVec, dotProduct, Fin.sum_univ_two]
  · have h0 := congrFun h 0
    norm_num [oneStep] at h0
  · ext i j
    simp only [Matrix.smul_apply, Matrix.sub_apply, smul_eq_mul, vecMulVec_apply,
      Pi.sub_apply, Matrix.mulVec, dotProduct, Fin.sum_univ_two]
    fin_cases i <;> fin_cases j <;> norm_num [oneStep, residual]
```

The last theorem concerns the second method with \(S=\mathrm{diag}(1,2)\) applied to the residuals. Its four parts state that the original run is valid, that the rescaled run is valid, that the initial matrices are matched through \(H_0^{\text{new}}S=H_0\), and that the next iterates computed from the two updated matrices differ. The final part compares first coordinates, \(1/17\) against \(1/5\). For the second method, then, rescaling some residual components relative to others can change the iteration even when the initial inverse Jacobian is adjusted to compensate.

```lean
/-- Broyden's second method is not invariant under `f ↦ S f`, `H₀ ↦ H₀ S⁻¹`: for
`S = diag(1, 2)` the two runs below share their first step, but their next iterates differ. -/
theorem broydenSecond_not_residual_invariant :
    BroydenSecond residual 1 (oneStep ![1, 1] ![-1, 0])
      (oneStep !![1, 0; 0, 1] !![9/17, -2/17; 0, 1]) ∧
    BroydenSecond (fun v => !![1, 0; 0, 2] *ᵥ residual v) 1 (oneStep ![1, 1] ![-1, 0])
      (oneStep !![1, 0; 0, 1/2] !![3/5, -1/5; 0, 1/2]) ∧
    (!![1, 0; 0, 1/2] * !![1, 0; 0, 2] : Matrix (Fin 2) (Fin 2) ℝ) = !![1, 0; 0, 1] ∧
    ![-1, 0] - !![9/17, -2/17; 0, 1] *ᵥ residual ![-1, 0] ≠
      ![-1, 0] - !![3/5, -1/5; 0, 1/2] *ᵥ (!![1, 0; 0, 2] *ᵥ residual ![-1, 0]) := by
  refine ⟨?_, ?_, ?_, fun h => ?_⟩
  iterate 2
    · intro k hk
      obtain rfl : k = 0 := by omega
      refine ⟨?_, fun h => ?_, ?_⟩
      · ext i
        fin_cases i <;>
          norm_num [oneStep, residual, Matrix.mulVec, dotProduct, Fin.sum_univ_two]
      · have h0 := congrFun h 0
        norm_num [oneStep, residual, Matrix.mulVec, dotProduct, Fin.sum_univ_two] at h0
      · ext i j
        simp only [Matrix.smul_apply, Matrix.sub_apply, smul_eq_mul, vecMulVec_apply,
          Pi.sub_apply, Matrix.mulVec, dotProduct, Fin.sum_univ_two]
        fin_cases i <;> fin_cases j <;> norm_num [oneStep, residual]
  · ext i j
    fin_cases i <;> fin_cases j <;> norm_num [Matrix.mul_apply, Fin.sum_univ_two]
  · -- the first coordinates are 1/17 and 1/5
    have h0 := congrFun h 0
    norm_num [residual, Matrix.mulVec, dotProduct, Fin.sum_univ_two] at h0

end

end BroydenCovariance
```

```lean
#print axioms BroydenCovariance.SecantUpdate.secant
#print axioms BroydenCovariance.broydenSecond_variable_covariance
#print axioms BroydenCovariance.broydenFirst_preconditioner
#print axioms BroydenCovariance.broydenSecond_not_residual_invariant
```

```
'BroydenCovariance.SecantUpdate.secant' depends on axioms: [propext, Classical.choice, Quot.sound]
'BroydenCovariance.broydenSecond_variable_covariance' depends on axioms: [propext, Classical.choice, Quot.sound]
'BroydenCovariance.broydenFirst_preconditioner' depends on axioms: [propext, Classical.choice, Quot.sound]
'BroydenCovariance.broydenSecond_not_residual_invariant' depends on axioms: [propext, Classical.choice, Quot.sound]
```
